# Ionic plus fictitious orbital momentum is conserved in translation-invariant Car–Parrinello dynamics

Put one ion at position $R$ on a periodic line of length $2\pi$, with one orbital $(C_0\cos x+C_1\sin x)/\sqrt{\pi}$. In Car–Parrinello dynamics the coefficients move too, with a fictitious mass $\mu$. Normalisation lets us write $C=(\cos\theta,\sin\theta)$. Take the toy energy $E=C_0\sin R-C_1\cos R=\sin(R-\theta)$, which is unchanged when ion and orbital shift together. For an ion of mass $M$,

$$M R''=-\cos(R-\theta),\qquad \mu\,\theta''=\cos(R-\theta).$$

The ionic momentum $MR'$ changes whenever the cosine is nonzero, but $MR'+\mu\theta'$ is constant. The orbital takes up what the ion loses.

## The balance for many orbitals and ions

Let $C$ be a real $n\times k$ matrix of orbital coefficients and $R_j$ the ionic coordinates along one direction, with masses $M_j$. Translation by $s$ sends $C$ to $e^{sD}C$ and each $R_j$ to $R_j+s$, where $D^T=-D$. In the example $D$ generates plane rotations; despite its letter, it represents $-d/dx$. Suppose $E$ is invariant under this joint translation, and write $G=\partial E/\partial C$ and $F_j=\partial E/\partial R_j$. The equations of motion are

$$\mu C''=-G+CL,\qquad M_jR_j''=-F_j,$$

where $L$ is symmetric because it holds the multipliers of the symmetric constraint $C^TC=I$.

Differentiating the invariance at $s=0$ gives $\operatorname{tr}(G^TDC)+\sum_jF_j=0$, so

$$\frac{d}{dt}\sum_j M_jR_j'=-\sum_jF_j=\operatorname{tr}(G^TDC).$$

For the orbitals, the product rule gives

$$\frac{d}{dt}\,\mu\operatorname{tr}(C'^TDC)=\operatorname{tr}(LC^TDC)-\operatorname{tr}(G^TDC)+\mu\operatorname{tr}(C'^TDC').$$

The matrix $A=C^TDC$ is antisymmetric, so $\operatorname{tr}(LA)=\operatorname{tr}(A^TL)=-\operatorname{tr}(AL)=-\operatorname{tr}(LA)$, which is therefore zero. The last trace vanishes in the same way, with $C'$ for $C$ and $I$ for $L$. The two rates cancel, and

$$\sum_jM_jR_j'+\mu\operatorname{tr}(C'^TDC)$$

is constant. In a simulation with real orbitals in a finite basis and this exact invariance, a drift of ionic momentum can thus be an exchange with the fictitious orbital motion, and need not signal an integration error.

At $\mu=0$ the orbital equation becomes the stationarity condition $G=CL$, and the ionic momentum is conserved by itself.

The symmetry of $L$ matters even for orthonormal orbitals. Take $E=0$, $\mu=1$, ions at rest, $D$ the plane rotation generator and $C=e^{(t^2/2)D}$. Then $C''=C(D-t^2I)$, so the equation of motion holds with the non-symmetric $L=D-t^2I$, yet $\operatorname{tr}(C'^TDC)=2t$.

## Configurations, invariance and equations of motion

Derivatives with respect to matrices need a norm; in finite dimension the choice does not affect them.

```lean
import Mathlib

open Matrix

namespace CarParrinelloMomentum

noncomputable section

-- A norm on matrices, needed to speak of derivatives; all choices are equivalent.
attribute [local instance] Matrix.linftyOpNormedAddCommGroup Matrix.linftyOpNormedSpace
  Matrix.linftyOpNormedRing Matrix.linftyOpNormedAlgebra

variable {n k ι : Type*} [Fintype n] [Fintype k] [Fintype ι]

/-- Orbital coefficients together with ionic coordinates. -/
abbrev Config (n k ι : Type*) := Matrix n k ℝ × (ι → ℝ)
```

`slide` is the joint translation. `SlideInvariant` requires invariance for every coefficient matrix, orthonormal or not.

```lean
/-- All ions are shifted by `s` and the orbitals are carried along by `exp (s D)`. -/
def slide [DecidableEq n] (D : Matrix n n ℝ) (C : Matrix n k ℝ) (R : ι → ℝ) (s : ℝ) :
    Config n k ι := (NormedSpace.exp (s • D) * C, fun j => R j + s)

/-- The energy is unchanged by the joint displacement of ions and orbitals. -/
def SlideInvariant [DecidableEq n] (D : Matrix n n ℝ) (E : Config n k ι → ℝ) : Prop :=
  ∀ C R s, E (slide D C R s) = E (C, R)
```

`IsGradient` identifies `G` and `F` with the components of the Fréchet derivative. Note that `F` is the gradient, so the force is `-F`.

```lean
/-- `E` is differentiable at `(C, R)` with gradients `G = dE/dC` and `F = dE/dR`. -/
structure IsGradient (E : Config n k ι → ℝ) (C : Matrix n k ℝ) (R : ι → ℝ)
    (G : Matrix n k ℝ) (F : ι → ℝ) : Prop where
  differentiable : DifferentiableAt ℝ E (C, R)
  partials : ∀ X u, fderiv ℝ E (C, R) (X, u) = trace (Gᵀ * X) + ∑ j, F j * u j
```

In `Trajectory`, `V` and `W` are the velocities $C'$ and $R'$. The structure requires symmetric `L` but not $C^TC=I$, which the conservation law does not use. The function `E` does not change with time, so with one coordinate per ion the Lean theorem describes ions that move along one direction. In three dimensions the other ionic coordinates enter $E$ as time-dependent parameters; the derivation above still applies, since it uses the invariance at one instant at a time. Time is continuous; the passage to a finite time step is left open.

```lean
/-- The Car-Parrinello equations `μ C'' = -G + C L`, with `L` symmetric, and
`M_j R_j'' = -F_j`, where `G = dE/dC`, `F = dE/dR`, `V = C'` and `W = R'`. -/
structure Trajectory (E : Config n k ι → ℝ) (μ : ℝ) (M : ι → ℝ) (C V : ℝ → Matrix n k ℝ)
    (R W : ℝ → ι → ℝ) (G : ℝ → Matrix n k ℝ) (F : ℝ → ι → ℝ) (L : ℝ → Matrix k k ℝ) :
    Prop where
  gradient : ∀ t, IsGradient E (C t) (R t) (G t) (F t)
  symm : ∀ t, (L t)ᵀ = L t
  orbital_velocity : ∀ t i a, HasDerivAt (fun s => C s i a) (V t i a) t
  ion_velocity : ∀ t j, HasDerivAt (fun s => R s j) (W t j) t
  orbital_force : ∀ t i a, HasDerivAt (fun s => μ * V s i a) ((C t * L t - G t) i a) t
  ion_force : ∀ t j, HasDerivAt (fun s => M j * W s j) (-F t j) t
```

The orbital term below is the momentum of the fictitious dynamics, not the quantum-mechanical momentum of the electrons.

```lean
/-- The total ionic momentum `∑ M_j R_j'`, with `W = R'`. -/
def ionicMomentum (M W : ι → ℝ) : ℝ := ∑ j, M j * W j

/-- The fictitious momentum `μ tr(C'ᵀ D C)` of the orbitals, with `V = C'`. -/
def orbitalMomentum (μ : ℝ) (D : Matrix n n ℝ) (C V : Matrix n k ℝ) : ℝ :=
  μ * trace (Vᵀ * (D * C))
```

## Two opposite drifts

The first lemma writes the trace as a sum over entries. The second is the antisymmetry argument: transposing and cycling the trace shows that it equals its own negative.

```lean
/-- The trace pairing of two matrices is the sum of products of their entries. -/
theorem trace_pair (A B : Matrix n k ℝ) : trace (Aᵀ * B) = ∑ a, ∑ i, A i a * B i a := by
  simp [Matrix.trace, Matrix.mul_apply]

/-- For symmetric `L` and antisymmetric `D`, the constraint force `X L` does no work along
the displacement `D X`. -/
theorem constraint_no_work {D : Matrix n n ℝ} (hD : Dᵀ = -D) {L : Matrix k k ℝ} (hL : Lᵀ = L)
    (X : Matrix n k ℝ) : trace ((X * L)ᵀ * (D * X)) = 0 := by
  have h : trace ((X * L)ᵀ * (D * X)) = -trace ((X * L)ᵀ * (D * X)) := by
    calc trace ((X * L)ᵀ * (D * X)) = trace (((X * L)ᵀ * (D * X))ᵀ) :=
          (trace_transpose _).symm
      _ = trace ((Xᵀ * -D * X) * L) := by
          rw [transpose_mul, transpose_transpose, transpose_mul, hD]
          simp only [Matrix.mul_assoc]
      _ = trace (L * (Xᵀ * -D * X)) := trace_mul_comm _ _
      _ = -trace ((X * L)ᵀ * (D * X)) := by
          rw [transpose_mul, hL]
          simp [Matrix.mul_assoc]
  linarith
```

Next comes the velocity of the joint translation. Right multiplication by `C` is a continuous linear map, so it can be composed with the derivative of the matrix exponential.

```lean
/-- At displacement `u`, the velocity of the orbitals is `D` times the displaced orbitals, and each
ion has velocity one. -/
theorem slide_hasDerivAt [DecidableEq n] (D : Matrix n n ℝ) (C : Matrix n k ℝ) (R : ι → ℝ)
    (u : ℝ) : HasDerivAt (slide D C R) (D * (slide D C R u).1, fun _ => 1) u := by
  obtain ⟨φ, hφ⟩ : ∃ φ : Matrix n n ℝ →L[ℝ] Matrix n k ℝ, ∀ X, φ X = X * C :=
    ⟨LinearMap.toContinuousLinearMap
      { toFun := fun X => X * C
        map_add' := fun X Y => Matrix.add_mul X Y C
        map_smul' := fun c X => Matrix.smul_mul c X C }, fun _ => rfl⟩
  have h1 := φ.hasFDerivAt.comp_hasDerivAt u (hasDerivAt_exp_smul_const' (𝕂 := ℝ) D u)
  have h2 : HasDerivAt (fun s : ℝ => NormedSpace.exp (s • D) * C)
      (D * (NormedSpace.exp (u • D) * C)) u := by
    rw [← Matrix.mul_assoc, ← hφ, ← funext fun s : ℝ => hφ (NormedSpace.exp (s • D))]
    exact h1
  exact h2.prodMk (hasDerivAt_pi.2 fun j => (hasDerivAt_id' u).const_add (R j))

omit [Fintype k] [Fintype ι] in
/-- At zero displacement the configuration is unchanged. -/
theorem slide_zero [DecidableEq n] (D : Matrix n n ℝ) (C : Matrix n k ℝ) (R : ι → ℝ) :
    slide D C R 0 = (C, R) := by
  simp [slide]
```

For `ionic_drift`, the chain rule differentiates $E$ along `slide` at zero. By invariance the same function is constant, and uniqueness of the derivative gives $\operatorname{tr}(G^TDC)+\sum_jF_j=0$.

```lean
variable {E : Config n k ι → ℝ} {μ : ℝ} {M : ι → ℝ} {D : Matrix n n ℝ}
  {C V G : ℝ → Matrix n k ℝ} {R W F : ℝ → ι → ℝ} {L : ℝ → Matrix k k ℝ}

/-- Along a Car-Parrinello trajectory for an energy with the joint invariance, the ionic momentum
drifts at the rate `tr((dE/dC)ᵀ D C)`. -/
theorem ionic_drift [DecidableEq n] (hinv : SlideInvariant D E)
    (h : Trajectory E μ M C V R W G F L) (t : ℝ) :
    HasDerivAt (fun s => ionicMomentum M (W s)) (trace ((G t)ᵀ * (D * C t))) t := by
  -- differentiate the invariance at zero displacement
  have hd : DifferentiableAt ℝ E (slide D (C t) (R t) 0) := by
    rw [slide_zero]
    exact (h.gradient t).differentiable
  have h1 := hd.hasFDerivAt.comp_hasDerivAt (0 : ℝ) (slide_hasDerivAt D (C t) (R t) 0)
  have hc : E ∘ slide D (C t) (R t) = fun _ => E (C t, R t) := funext (hinv (C t) (R t))
  rw [hc] at h1
  have h2 := h1.unique (hasDerivAt_const (0 : ℝ) (E (C t, R t)))
  rw [slide_zero] at h2
  have h4 : trace ((G t)ᵀ * (D * C t)) + ∑ j, F t j * 1 = 0 :=
    ((h.gradient t).partials (D * C t) (fun _ => 1)).symm.trans h2
  simp only [mul_one] at h4
  have h3 : HasDerivAt (fun s => ∑ j, M j * W s j) (∑ j, -F t j) t :=
    HasDerivAt.fun_sum fun j _ => h.ion_force t j
  refine h3.congr_deriv ?_
  rw [Finset.sum_neg_distrib]
  linarith
```

`orbital_drift` applies the product rule entry by entry. It then uses `constraint_no_work` twice, once with `L t` and once with the identity.

```lean
/-- For antisymmetric `D`, the orbital momentum along a Car-Parrinello trajectory changes at the
rate `-tr((dE/dC)ᵀ D C)`. -/
theorem orbital_drift (hD : Dᵀ = -D) (h : Trajectory E μ M C V R W G F L) (t : ℝ) :
    HasDerivAt (fun s => orbitalMomentum μ D (C s) (V s))
      (-trace ((G t)ᵀ * (D * C t))) t := by
  classical
  have hDC : ∀ i a, HasDerivAt (fun s => (D * C s) i a) ((D * V t) i a) t := by
    intro i a
    simp only [Matrix.mul_apply]
    exact HasDerivAt.fun_sum fun j _ => (h.orbital_velocity t j a).const_mul (D i j)
  have h1 : HasDerivAt (fun s => ∑ a, ∑ i, μ * V s i a * (D * C s) i a)
      (∑ a, ∑ i, ((C t * L t - G t) i a * (D * C t) i a + μ * V t i a * (D * V t) i a)) t :=
    HasDerivAt.fun_sum fun a _ => HasDerivAt.fun_sum fun i _ =>
      (h.orbital_force t i a).fun_mul (hDC i a)
  have hfun : (fun s => orbitalMomentum μ D (C s) (V s))
      = fun s => ∑ a, ∑ i, μ * V s i a * (D * C s) i a := by
    funext s
    simp only [orbitalMomentum, trace_pair, Finset.mul_sum, mul_assoc]
  rw [hfun]
  refine h1.congr_deriv ?_
  -- the constraint term and the velocity term vanish by antisymmetry
  have e1 := constraint_no_work hD (h.symm t) (C t)
  have e2 := constraint_no_work hD (Matrix.transpose_one (n := k) (α := ℝ)) (V t)
  rw [Matrix.mul_one] at e2
  have e3 : ∑ a, ∑ i, ((C t * L t - G t) i a * (D * C t) i a + μ * V t i a * (D * V t) i a)
      = trace ((C t * L t)ᵀ * (D * C t)) - trace ((G t)ᵀ * (D * C t))
        + μ * trace ((V t)ᵀ * (D * V t)) := by
    simp only [trace_pair, Finset.mul_sum, Matrix.sub_apply, sub_mul,
      Finset.sum_add_distrib, Finset.sum_sub_distrib, mul_assoc]
  rw [e3, e1, e2]
  ring
```

Adding the drifts gives derivative zero at every time, hence equal values at any two times.

```lean
/-- For antisymmetric `D` and an energy with the joint invariance, the sum
`∑ M_j R_j' + μ tr(C'ᵀ D C)` is constant along a Car-Parrinello trajectory. -/
theorem total_momentum_conserved [DecidableEq n] (hD : Dᵀ = -D) (hinv : SlideInvariant D E)
    (h : Trajectory E μ M C V R W G F L) (t₁ t₂ : ℝ) :
    ionicMomentum M (W t₁) + orbitalMomentum μ D (C t₁) (V t₁)
      = ionicMomentum M (W t₂) + orbitalMomentum μ D (C t₂) (V t₂) := by
  have h0 : ∀ t, HasDerivAt
      (fun s => ionicMomentum M (W s) + orbitalMomentum μ D (C s) (V s)) 0 t := fun t =>
    ((ionic_drift hinv h t).fun_add (orbital_drift hD h t)).congr_deriv (by ring)
  exact is_const_of_deriv_eq_zero (fun t => (h0 t).differentiableAt)
    (fun t => (h0 t).deriv) t₁ t₂
```

## An exact trajectory with drifting ionic momentum

With a second ion and a linear interaction, which is not periodic and so puts the ions on an unbounded line, the opening example has an elementary solution:

$$E=C_0\sin R_0-C_1\cos R_0+2(R_1-R_0).$$

This energy is linear in the orbital, unlike a real electronic energy, but it satisfies every hypothesis. With unit masses and $\mu=1$, take

$$C=(\cos\tfrac{t^2}{2},\sin\tfrac{t^2}{2}),\quad R=(\tfrac{t^2}{2},-t^2),\quad L=-t^2.$$

The ionic forces are $-(\cos^2\tfrac{t^2}{2}+\sin^2\tfrac{t^2}{2}-2)=1$ and $-2$, matching $R''$. For the orbital, $C''=DC-t^2C$ and $-G=DC$. The ionic momentum is $t-2t=-t$, and the orbital momentum $t$ balances it.

```lean
/-- The generator of rotations of the plane. -/
def planeRotation : Matrix (Fin 2) (Fin 2) ℝ := !![0, -1; 1, 0]

/-- A model energy for one orbital with two coefficients and two ions on a line. -/
def pairEnergy (p : Config (Fin 2) (Fin 1) (Fin 2)) : ℝ :=
  p.1 0 0 * Real.sin (p.2 0) - p.1 1 0 * Real.cos (p.2 0) + 2 * (p.2 1 - p.2 0)
```

The gradient is found by differentiating along a line through the configuration.

```lean
/-- The gradients of the model energy. -/
theorem pairEnergy_gradient (C : Matrix (Fin 2) (Fin 1) ℝ) (R : Fin 2 → ℝ) :
    IsGradient pairEnergy C R !![Real.sin (R 0); -Real.cos (R 0)]
      ![C 0 0 * Real.cos (R 0) + C 1 0 * Real.sin (R 0) - 2, 2] := by
  -- the coordinates are linear, hence differentiable
  have hl : ∀ f : Config (Fin 2) (Fin 1) (Fin 2) →ₗ[ℝ] ℝ,
      DifferentiableAt ℝ (fun q => f q) (C, R) :=
    fun f => (LinearMap.toContinuousLinearMap f).differentiableAt
  have dx : ∀ i : Fin 2, DifferentiableAt ℝ
      (fun q : Config (Fin 2) (Fin 1) (Fin 2) => q.1 i 0) (C, R) :=
    fun i => hl ⟨⟨fun q => q.1 i 0, fun _ _ => rfl⟩, fun _ _ => rfl⟩
  have dr : ∀ i : Fin 2, DifferentiableAt ℝ
      (fun q : Config (Fin 2) (Fin 1) (Fin 2) => q.2 i) (C, R) :=
    fun i => hl ⟨⟨fun q => q.2 i, fun _ _ => rfl⟩, fun _ _ => rfl⟩
  have hd : DifferentiableAt ℝ pairEnergy (C, R) :=
    ((((dx 0).mul (dr 0).sin).sub ((dx 1).mul (dr 0).cos)).add
      (((dr 1).sub (dr 0)).const_mul 2)).congr_of_eventuallyEq
      (Filter.Eventually.of_forall fun q => by simp [pairEnergy])
  refine ⟨hd, fun X u => ?_⟩
  -- the derivative in a direction is an ordinary derivative along a line
  have h1 : HasDerivAt (fun s : ℝ => pairEnergy ((C, R) + s • (X, u)))
      (fderiv ℝ pairEnergy (C, R) (X, u)) 0 := hd.hasFDerivAt.hasLineDerivAt (X, u)
  have hf : (fun s : ℝ => pairEnergy ((C, R) + s • (X, u))) = fun s =>
      (C 0 0 + s * X 0 0) * Real.sin (R 0 + s * u 0)
        - (C 1 0 + s * X 1 0) * Real.cos (R 0 + s * u 0)
        + 2 * ((R 1 + s * u 1) - (R 0 + s * u 0)) := by
    funext s
    simp [pairEnergy]
  rw [hf] at h1
  have ha : ∀ a b : ℝ, HasDerivAt (fun s : ℝ => a + s * b) b 0 := fun a b =>
    (((hasDerivAt_id' (0 : ℝ)).mul_const b).const_add a).congr_deriv (one_mul b)
  have h2 := (((ha (C 0 0) (X 0 0)).fun_mul (ha (R 0) (u 0)).sin).fun_sub
    ((ha (C 1 0) (X 1 0)).fun_mul (ha (R 0) (u 0)).cos)).fun_add
    (((ha (R 1) (u 1)).fun_sub (ha (R 0) (u 0))).const_mul 2)
  refine (h1.unique h2).trans ?_
  simp [trace_pair, Fin.sum_univ_two]
  ring
```

Invariance follows without evaluating the exponential: the energy has zero derivative at every point of the translation path.

```lean
/-- The model energy is invariant when both ions are shifted and the orbital is rotated by
the same amount. -/
theorem pairEnergy_invariant : SlideInvariant planeRotation pairEnergy := by
  intro C R s
  have h0 : ∀ u : ℝ, HasDerivAt (pairEnergy ∘ slide planeRotation C R) 0 u := by
    intro u
    have hd : DifferentiableAt ℝ pairEnergy (slide planeRotation C R u) :=
      (pairEnergy_gradient (slide planeRotation C R u).1
        (slide planeRotation C R u).2).differentiable
    refine (hd.hasFDerivAt.comp_hasDerivAt u
      (slide_hasDerivAt planeRotation C R u)).congr_deriv ?_
    generalize slide planeRotation C R u = p
    refine ((pairEnergy_gradient p.1 p.2).partials _ _).trans ?_
    simp only [trace_pair, Matrix.mul_apply, Fin.sum_univ_two]
    simp [planeRotation]
    ring
  rw [← slide_zero planeRotation C R]
  exact is_const_of_deriv_eq_zero (fun u => (h0 u).differentiableAt)
    (fun u => (h0 u).deriv) s 0
```

The final theorem supplies the gradients and multiplier, then checks each equation of motion, the normalisation and the momentum.

```lean
/-- With unit masses, the model energy has an explicit trajectory with a normalised orbital
whose ionic momentum at time `t` is `-t`. -/
theorem ionic_momentum_not_conserved :
    let C : ℝ → Matrix (Fin 2) (Fin 1) ℝ := fun t =>
      !![Real.cos (t ^ 2 / 2); Real.sin (t ^ 2 / 2)]
    let V : ℝ → Matrix (Fin 2) (Fin 1) ℝ := fun t =>
      !![-Real.sin (t ^ 2 / 2) * t; Real.cos (t ^ 2 / 2) * t]
    let R : ℝ → Fin 2 → ℝ := fun t => ![t ^ 2 / 2, -t ^ 2]
    let W : ℝ → Fin 2 → ℝ := fun t => ![t, -2 * t]
    (∃ G F L, Trajectory pairEnergy 1 (fun _ => 1) C V R W G F L) ∧
      (∀ t, (C t)ᵀ * C t = 1) ∧ ∀ t, ionicMomentum (fun _ => 1) (W t) = -t := by
  intro C V R W
  have hq : ∀ t : ℝ, HasDerivAt (fun s : ℝ => s ^ 2 / 2) t t := fun t =>
    ((hasDerivAt_pow 2 t).div_const 2).congr_deriv (by norm_num)
  have key : ∀ {f g : ℝ → ℝ} {a b t : ℝ}, HasDerivAt f a t → (∀ s, g s = f s) → b = a →
      HasDerivAt g b t := by
    intro f g a b t h e e'
    rw [funext e, e']
    exact h
  refine ⟨⟨_, _, fun t => Matrix.of fun _ _ => -t ^ 2,
    fun t => pairEnergy_gradient (C t) (R t), fun t => rfl, ?_, ?_, ?_, ?_⟩, ?_, ?_⟩
  · intro t i a
    fin_cases i <;> fin_cases a
    · exact key (hq t).cos (fun s => by simp [C]) (by simp [V])
    · exact key (hq t).sin (fun s => by simp [C]) (by simp [V])
  · intro t j
    fin_cases j
    · exact key (hq t) (fun s => by simp [R]) (by simp [W])
    · exact key (hasDerivAt_pow 2 t).fun_neg (fun s => by simp [R]) (by simp [W])
  · -- the multiplier supplies the centripetal force
    intro t i a
    fin_cases i <;> fin_cases a
    · refine key ((hq t).sin.fun_neg.fun_mul (hasDerivAt_id' t)) (fun s => by simp [V]) ?_
      simp [C, R]
      ring
    · refine key ((hq t).cos.fun_mul (hasDerivAt_id' t)) (fun s => by simp [V]) ?_
      simp [C, R]
      ring
  · intro t j
    fin_cases j
    · refine key (hasDerivAt_id' t) (fun s => by simp [W]) ?_
      simp [C, R]
      linarith [Real.sin_sq_add_cos_sq (t ^ 2 / 2)]
    · exact key ((hasDerivAt_id' t).const_mul (-2)) (fun s => by simp [W]) (by simp)
  · intro t
    ext i j
    fin_cases i
    fin_cases j
    simp [C, Matrix.mul_apply, Fin.sum_univ_two]
    linarith [Real.sin_sq_add_cos_sq (t ^ 2 / 2)]
  · intro t
    simp [ionicMomentum, W, Fin.sum_univ_two]
    ring

end

end CarParrinelloMomentum
```

```lean
#print axioms CarParrinelloMomentum.total_momentum_conserved
-- 'CarParrinelloMomentum.total_momentum_conserved' depends on axioms: [propext, Classical.choice, Quot.sound]
#print axioms CarParrinelloMomentum.pairEnergy_invariant
-- 'CarParrinelloMomentum.pairEnergy_invariant' depends on axioms: [propext, Classical.choice, Quot.sound]
#print axioms CarParrinelloMomentum.ionic_momentum_not_conserved
-- 'CarParrinelloMomentum.ionic_momentum_not_conserved' depends on axioms: [propext, Classical.choice, Quot.sound]
```
